# Structure factor of a dimerized chain at G = πm/a: a cosine for even m, a sine for odd m

To set up the local part of the ionic potential in a plane-wave calculation for a chain of identical atoms, one multiplies, for each wave number G, the form factor of a single atom by the structure factor S(G), a sum of phases over the atomic positions. If the chain dimerizes, its period doubles from a to 2a, and the calculation needs S(G) at twice as many values of G. The result below gives the modulus of S(G) at all of them, and its derivation gives the phase as well.

Let 2N atoms sit at

x_n = na + (−1)ⁿu,  n = 0, …, 2N−1,

with spacing a > 0 and displacement u, so that for |u| < a/2 the bonds have lengths a − 2u and a + 2u in turn. Define

S(G) = Σ_n exp(−iGx_n).

At G = πm/a with m an integer,

|S(G)| = 2N |cos(πmu/a)| for even m,
|S(G)| = 2N |sin(πmu/a)| for odd m.

The even values of m belong to the undistorted chain, and the odd ones are new. For small u the new components grow linearly in |u|, while the old ones with m ≠ 0 lose strength only quadratically. In the nearly-free-electron picture of a half-filled chain, with non-interacting electrons and rigid atomic potentials whose form factor is non-zero at G = π/a, the component at this G couples the states at ±π/(2a), so to first order in the potential the gap there opens linearly in |u|.

## Two atoms per cell, N cells

Cell j, with j = 0, …, N−1, holds the atoms at 2ja + u and (2j+1)a − u. With w = exp(−iGa), the sum over cells factorises:

S(G) = [exp(−iGu) + w exp(iGu)] · Σ_j (w²)ʲ.

If Ga = πm, then w = (−1)ᵐ and w² = 1, so the lattice sum equals N. Hence

m even: S(G) = N[exp(−iGu) + exp(iGu)] = 2N cos(Gu),
m odd: S(G) = N[exp(−iGu) − exp(iGu)] = −2iN sin(Gu).

Taking moduli gives the claim. For odd m,

|S(G)|/|u| = 2N |sin(Gu)/u| → 2N|G| as u → 0.

For even m and u small enough that cos(Gu) > 0,

2N − |S(G)| = 2N[1 − cos(Gu)] = 4N sin²(Gu/2),

and division by u² gives the limit 4N(G/2)² = NG².

On a ring of length 2Na the allowed wave numbers satisfy G·2Na = 2πk with k an integer. Then (w²)ᴺ = exp(−2πik) = 1. If N does not divide k, w² = exp(−2πik/N) differs from 1, and

(1 − w²) Σ_j (w²)ʲ = 1 − (w²)ᴺ = 0

forces the lattice sum to vanish. The allowed G that escape this rule have k = Nm, which is Ga = πm again.

The condition Ga = πm can't be weakened to the requirement that G fit the ring. Take N = 2, k = 1 and u = a/4. Then G = π/(2a) and S(G) = 0, whereas 4|cos(π/8)| and 4|sin(π/8)| are both non-zero.

## Positions and phases in Lean

The chain is described by two definitions. The spacing `a`, the displacement `u` and the wave number `G` are real numbers, and the atoms are counted from 0.

```lean
import Mathlib

open Filter Topology

namespace DimerizedChainStructureFactor

noncomputable section

/-- Position of atom `n` in a chain of spacing `a` whose atoms are displaced alternately
by `+u` and `-u`. -/
def position (a u : ℝ) (n : ℕ) : ℝ := n * a + (-1) ^ n * u

/-- Structure factor `S(G) = ∑ exp(-i G xₙ)` of the `2N` atoms of the dimerized chain. -/
def structureFactor (N : ℕ) (a u G : ℝ) : ℂ :=
  ∑ n ∈ Finset.range (2 * N), Complex.exp (-(G * position a u n) * Complex.I)
```

`Finset.range (2 * N)` is the index set 0, …, 2N−1. The definition fixes the sign exp(−iGx) and carries no normalisation. It is an amplitude, unlike the quantity of the same name in the theory of liquids, which is an averaged squared modulus per particle. The ring enters only through conditions on `G`. Multiplied by an atomic form factor and a normalisation, it gives the Fourier components of a sum of atomic potentials, provided that every atom contributes the same form factor, unchanged by the displacement.

## Basis factor times lattice sum

The factorisation holds for every real G.

```lean
/-- The structure factor is the product of a basis factor for the two atoms of a cell
and a geometric lattice sum over the `N` cells. -/
theorem structureFactor_eq (N : ℕ) (a u G : ℝ) :
    structureFactor N a u G =
      (Complex.exp (-(G * u) * Complex.I)
        + Complex.exp (-(G * a) * Complex.I) * Complex.exp ((G * u) * Complex.I))
      * ∑ j ∈ Finset.range N, (Complex.exp (-(G * a) * Complex.I) ^ 2) ^ j := by
  -- phases of the two atoms in cell `k`
  have e : ∀ k : ℕ, Complex.exp (-(G * position a u (2 * k)) * Complex.I) =
      Complex.exp (-(G * u) * Complex.I) * (Complex.exp (-(G * a) * Complex.I) ^ 2) ^ k := by
    intro k
    have hp : position a u (2 * k) = 2 * k * a + u := by
      simp [position, pow_mul]
    rw [hp, ← pow_mul, ← Complex.exp_nat_mul, ← Complex.exp_add]
    congr 1
    push_cast
    ring
  have o : ∀ k : ℕ, Complex.exp (-(G * position a u (2 * k + 1)) * Complex.I) =
      Complex.exp (-(G * a) * Complex.I) * Complex.exp ((G * u) * Complex.I)
        * (Complex.exp (-(G * a) * Complex.I) ^ 2) ^ k := by
    intro k
    have hp : position a u (2 * k + 1) = (2 * k + 1) * a + -u := by
      simp [position, pow_succ, pow_mul]
    rw [hp, ← pow_mul, ← Complex.exp_nat_mul, ← Complex.exp_add, ← Complex.exp_add]
    congr 1
    push_cast
    ring
  unfold structureFactor
  induction N with
  | zero => simp
  | succ k ih =>
    rw [show 2 * (k + 1) = 2 * k + 1 + 1 by ring, Finset.sum_range_succ,
      Finset.sum_range_succ, ih, e, o, Finset.sum_range_succ]
    ring
```

The auxiliary facts `e` and `o` compute the phases of the even and odd atom in a cell, there numbered `k`. Induction on `N` then adds one cell at a time: the sum over atoms gains two terms, the lattice sum gains one, and `ring` confirms that the two sides still agree.

## Amplitudes at Ga = πm

The condition on G is written as the product `G * a = Real.pi * m` with `m : ℤ`. For a > 0 this is G = πm/a, and G·u is then the angle πmu/a of the claim.

```lean
/-- For `G a = π m` with `m` even, the two sublattices add up to the real amplitude
`2N cos(G u)`. -/
theorem amplitude_even (N : ℕ) (a u G : ℝ) (m : ℤ) (hG : G * a = Real.pi * m)
    (hm : Even m) :
    structureFactor N a u G = ((2 * N * Real.cos (G * u) : ℝ) : ℂ) := by
  obtain ⟨r, rfl⟩ := hm
  have hc : (G : ℂ) * a = Real.pi * (r + r) := by exact_mod_cast hG
  have hw : Complex.exp (-(G * a) * Complex.I) = 1 := by
    rw [Complex.exp_eq_one_iff]
    refine ⟨-r, ?_⟩
    push_cast
    linear_combination (-Complex.I) * hc
  rw [structureFactor_eq, hw]
  simp only [one_pow, Finset.sum_const, Finset.card_range, nsmul_eq_mul]
  push_cast
  rw [Complex.cos]
  ring
```

Evenness is unpacked as m = r + r. The statement `hw` says w = 1, because the exponent −iGa is −r times 2πi. The lattice sum becomes N ones, and unfolding the complex cosine into exponentials finishes the calculation.

```lean
/-- For `G a = π m` with `m` odd, the two sublattices interfere with opposite sign and
leave the imaginary amplitude `-2iN sin(G u)`. -/
theorem amplitude_odd (N : ℕ) (a u G : ℝ) (m : ℤ) (hG : G * a = Real.pi * m)
    (hm : Odd m) :
    structureFactor N a u G = -((2 * N * Real.sin (G * u) : ℝ) : ℂ) * Complex.I := by
  obtain ⟨r, rfl⟩ := hm
  have hc : (G : ℂ) * a = Real.pi * (2 * r + 1) := by exact_mod_cast hG
  have hw : Complex.exp (-(G * a) * Complex.I) = -1 := by
    have hs : -((G : ℂ) * a) * Complex.I =
        ((-(r + 1) : ℤ) : ℂ) * (2 * Real.pi * Complex.I) + Real.pi * Complex.I := by
      push_cast
      linear_combination (-Complex.I) * hc
    rw [hs, Complex.exp_add, Complex.exp_eq_one_iff.mpr ⟨-(r + 1), rfl⟩,
      Complex.exp_pi_mul_I, one_mul]
  rw [structureFactor_eq, hw]
  simp only [neg_one_sq, one_pow, Finset.sum_const, Finset.card_range, nsmul_eq_mul]
  push_cast
  rw [Complex.sin]
  linear_combination ((N : ℂ) * (Complex.exp (-(G * u) * Complex.I)
    - Complex.exp ((G * u) * Complex.I))) * Complex.I_sq
```

Here m = 2r + 1, and the exponent is split into −(r+1)·2πi + πi, which gives w = −1. The last line uses i² = −1 to match the exponentials with the definition of the sine.

```lean
/-- At `G a = π m` with `m` an integer, the modulus of the structure factor of the dimerized
chain is `2N |cos(G u)|` for even `m` and `2N |sin(G u)|` for odd `m`. -/
theorem norm_structureFactor (N : ℕ) (a u G : ℝ) (m : ℤ) (hG : G * a = Real.pi * m) :
    (Even m → ‖structureFactor N a u G‖ = 2 * N * |Real.cos (G * u)|) ∧
    (Odd m → ‖structureFactor N a u G‖ = 2 * N * |Real.sin (G * u)|) := by
  have hN : (0 : ℝ) ≤ 2 * N := by positivity
  constructor
  · intro hm
    rw [amplitude_even N a u G m hG hm, Complex.norm_real, Real.norm_eq_abs, abs_mul,
      abs_of_nonneg hN]
  · intro hm
    rw [amplitude_odd N a u G m hG hm, norm_mul, norm_neg, Complex.norm_I, mul_one,
      Complex.norm_real, Real.norm_eq_abs, abs_mul, abs_of_nonneg hN]
```

This is the main theorem, with one implication for each parity. Both parts take the modulus of the amplitude just found, using |i| = 1 and 2N ≥ 0.

## Linear growth and quadratic loss

The symbol `𝓝[≠] 0` means that u approaches 0 without being equal to it, and `Tendsto … (𝓝 c)` says that the limit is c.

```lean
/-- The quotient `sin(c u) / u` tends to `c` as `u → 0`. -/
theorem sin_slope (c : ℝ) :
    Tendsto (fun u : ℝ => Real.sin (c * u) / u) (𝓝[≠] 0) (𝓝 c) := by
  have h : HasDerivAt (fun u : ℝ => Real.sin (c * u)) c 0 := by
    have h1 := ((hasDerivAt_id (0 : ℝ)).const_mul c).sin
    simpa using h1
  refine (hasDerivAt_iff_tendsto_slope.mp h).congr fun u => ?_
  simp [slope_def_field]
```

The derivative of sin(cu) at u = 0 is c, and the lemma restates this as the limit of the difference quotient.

```lean
/-- For `G a = π m` with `m` odd, the modulus of the structure factor divided by that of the
displacement, `|S(G)| / |u|`, tends to `2N |G|` as `u → 0`. -/
theorem new_component_linear (N : ℕ) (a G : ℝ) (m : ℤ) (hG : G * a = Real.pi * m)
    (hm : Odd m) :
    Tendsto (fun u : ℝ => ‖structureFactor N a u G‖ / |u|) (𝓝[≠] 0)
      (𝓝 (2 * N * |G|)) := by
  refine ((sin_slope G).abs.const_mul (2 * N : ℝ)).congr fun u => ?_
  rw [(norm_structureFactor N a u G m hG).2 hm, abs_div]
  ring
```

Taking absolute values in `sin_slope` and multiplying by 2N gives the slope 2N|G|. It is non-zero whenever N ≥ 1, since an odd m rules out G = 0.

```lean
/-- For `G a = π m` with `m` even, the difference between `2N` and the modulus of the structure
factor, divided by `u²`, has a limit: `(2N - |S(G)|) / u²` tends to `N G²` as `u → 0`. -/
theorem old_component_quadratic (N : ℕ) (a G : ℝ) (m : ℤ) (hG : G * a = Real.pi * m)
    (hm : Even m) :
    Tendsto (fun u : ℝ => (2 * N - ‖structureFactor N a u G‖) / u ^ 2) (𝓝[≠] 0)
      (𝓝 (N * G ^ 2)) := by
  -- close to `u = 0` the cosine is positive, so its modulus can be dropped
  have hpos : ∀ᶠ u : ℝ in 𝓝[≠] 0, 0 < Real.cos (G * u) := by
    have hc : ContinuousAt (fun u : ℝ => Real.cos (G * u)) 0 := by fun_prop
    exact (hc.tendsto.eventually
      (lt_mem_nhds (show (0 : ℝ) < Real.cos (G * 0) by simp))).filter_mono nhdsWithin_le_nhds
  rw [show (N : ℝ) * G ^ 2 = 4 * N * (G / 2) ^ 2 by ring]
  refine (((sin_slope (G / 2)).pow 2).const_mul (4 * N : ℝ)).congr' ?_
  filter_upwards [hpos] with u hu
  -- half-angle formula `1 - cos x = 2 sin² (x/2)`
  rw [(norm_structureFactor N a u G m hG).1 hm, abs_of_pos hu,
    show G * u = 2 * (G / 2 * u) by ring, Real.cos_two_mul, div_pow, Real.sin_sq]
  ring
```

The fact `hpos` supplies the range of small u in which the cosine is positive and equals its own modulus. There the half-angle formula turns the quotient into 4N times the square of sin(Gu/2)/u, whose limit follows from `sin_slope` with c = G/2. At G = 0 the coefficient NG² is zero, as it must be: S(0) = 2N for every u.

## Wave numbers at which S(G) vanishes

The last theorem treats the other wave numbers allowed on the ring. Its integer `k` labels them and is not itself a wave number.

```lean
/-- Extinction rule: if `G` fits the ring of length `2Na`, that is `G · 2Na = 2πk` with `k`
an integer, and `N` does not divide `k`, then `S(G) = 0` for every dimerization `u`. -/
theorem extinction (N : ℕ) (a u G : ℝ) (k : ℤ) (hG : G * (2 * N * a) = 2 * Real.pi * k)
    (hk : ¬ (N : ℤ) ∣ k) : structureFactor N a u G = 0 := by
  have hc : (G : ℂ) * (2 * N * a) = 2 * Real.pi * k := by exact_mod_cast hG
  -- the phase per cell is an `N`-th root of unity
  have hz : (Complex.exp (-(G * a) * Complex.I) ^ 2) ^ N = 1 := by
    rw [← pow_mul, ← Complex.exp_nat_mul, Complex.exp_eq_one_iff]
    refine ⟨-k, ?_⟩
    push_cast
    linear_combination (-Complex.I) * hc
  -- and it differs from one
  have hz1 : Complex.exp (-(G * a) * Complex.I) ^ 2 ≠ 1 := by
    intro h1
    rw [← Complex.exp_nat_mul, Complex.exp_eq_one_iff] at h1
    obtain ⟨n, hn⟩ := h1
    push_cast at hn
    have hkn : (k : ℂ) = N * (-n) := by
      apply mul_left_cancel₀ Complex.two_pi_I_ne_zero
      linear_combination (-Complex.I) * hc - (N : ℂ) * hn
    exact hk ⟨-n, by exact_mod_cast hkn⟩
  have hg := mul_neg_geom_sum (Complex.exp (-(G * a) * Complex.I) ^ 2) N
  rw [hz, sub_self] at hg
  rw [structureFactor_eq, (mul_eq_zero.mp hg).resolve_left (sub_ne_zero.mpr hz1.symm),
    mul_zero]

end

end DimerizedChainStructureFactor
```

The hypothesis `hk` says that N does not divide k, which together with `hG` is possible only for N ≥ 2. The step `hz` shows that w² is an N-th root of unity. The step `hz1` shows that it differs from 1, because equality would make k a multiple of N. The geometric-sum identity `mul_neg_geom_sum` then leaves a product equal to zero whose first factor, 1 − w², is not zero. The lattice sum therefore vanishes, and S(G) with it, whatever the displacement u.

```lean
#print axioms DimerizedChainStructureFactor.norm_structureFactor
#print axioms DimerizedChainStructureFactor.new_component_linear
#print axioms DimerizedChainStructureFactor.old_component_quadratic
#print axioms DimerizedChainStructureFactor.extinction
```

```
'DimerizedChainStructureFactor.norm_structureFactor' depends on axioms: [propext, Classical.choice, Quot.sound]
'DimerizedChainStructureFactor.new_component_linear' depends on axioms: [propext, Classical.choice, Quot.sound]
'DimerizedChainStructureFactor.old_component_quadratic' depends on axioms: [propext, Classical.choice, Quot.sound]
'DimerizedChainStructureFactor.extinction' depends on axioms: [propext, Classical.choice, Quot.sound]
```
